# The projector 1 − s(As)ᵀ/(sᵀAs) is idempotent and annihilates s

For a real square matrix A of finite size and a displacement s with sᵀAs ≠ 0, let P = 1 − s(As)ᵀ/(sᵀAs). The declaration states that P² = P and Ps = 0, so P is a projector that removes the step s. A need not be symmetric or positive definite, and s need not be normalised; `energy` is the quadratic form vᵀAv, without a factor ½. The attempt first finds that the dyad s(As)ᵀ sends s to (sᵀAs)s, which gives Ps = 0. It then expands the second factor of P², where the subtracted term vanishes because P acts on s.

Lean 4 with Mathlib refuses this proof:

```lean
import Mathlib

open Matrix Filter
open scoped MatrixOrder

namespace ConjProjSpec

noncomputable section

variable {n : Type*} [Fintype n] [DecidableEq n]

/-- The energy `vᵀ A v` of a displacement `v`. -/
def energy (A : Matrix n n ℝ) (v : n → ℝ) : ℝ := v ⬝ᵥ A *ᵥ v

/-- The matrix `1 - s (A s)ᵀ / (sᵀ A s)`, for `sᵀ A s ≠ 0`. -/
def conjProj (A : Matrix n n ℝ) (s : n → ℝ) : Matrix n n ℝ :=
  1 - (energy A s)⁻¹ • vecMulVec s (A *ᵥ s)

/-- If `sᵀ A s ≠ 0`, then `conjProj A s` is a projector that annihilates the step `s`. -/
theorem conjProj_spec (A : Matrix n n ℝ) (s : n → ℝ) (hs : energy A s ≠ 0) :
    conjProj A s * conjProj A s = conjProj A s ∧ conjProj A s *ᵥ s = 0 := by
  have hd : (A *ᵥ s) ⬝ᵥ s = energy A s := dotProduct_comm _ _
  have hv : vecMulVec s (A *ᵥ s) *ᵥ s = energy A s • s := by
    rw [← hd]
    ext i
    simp only [mulVec, vecMulVec_apply, dotProduct, Pi.smul_apply, smul_eq_mul,
      Finset.sum_mul]
    exact Finset.sum_congr rfl fun k _ => by ring
  have hz : conjProj A s *ᵥ s = 0 := by
    rw [conjProj, sub_mulVec, one_mulVec, smul_mulVec, hv, smul_smul,
      inv_mul_cancel₀ hs, one_smul, sub_self]
  refine ⟨?_, hz⟩
  -- the second factor only subtracts a dyad along `s`, which the first annihilates
  conv_lhs => rw [show conjProj A s * conjProj A s = conjProj A s *
    (1 - (energy A s)⁻¹ • vecMulVec s (A *ᵥ s)) from rfl]
  rw [mul_sub, mul_one, mul_smul_comm, mul_vecMulVec, hz]
  ext i j
  simp [vecMulVec_apply]

end

end ConjProjSpec
```

Compiling this gives:

```
Try this:
  [apply] ring_nf
  
  The `ring` tactic failed to close the goal. Use `ring_nf` to obtain a normal form.
    
  Note that `ring` works primarily in *commutative* rings. If you have a noncommutative ring, abelian group or module, consider using `noncomm_ring`, `abel` or `module` instead.
Main.lean:28:42: error: unsolved goals
n : Type u_1
inst✝¹ : Fintype n
inst✝ : DecidableEq n
A : Matrix n n ℝ
s : n → ℝ
hs : energy A s ≠ 0
hd : A *ᵥ s ⬝ᵥ s = energy A s
i k : n
x✝ : k ∈ Finset.univ
⊢ (s i * ∑ x, A k x * s x) * s k = ∑ x, s i * s k * A k x * s x
Main.lean:38:8: warning: This simp argument is unused:
  vecMulVec_apply

Hint: Omit it from the simp argument list.
  [apply] simp

Note: This linter can be disabled with `set_option linter.unusedSimpArgs false`
```

Lean accepts the file once it reads:

```diff
@@ -21,10 +21,11 @@
     conjProj A s * conjProj A s = conjProj A s ∧ conjProj A s *ᵥ s = 0 := by
   have hd : (A *ᵥ s) ⬝ᵥ s = energy A s := dotProduct_comm _ _
-  have hv : vecMulVec s (A *ᵥ s) *ᵥ s = energy A s • s := by
-    rw [← hd]
+  have hy : ∀ y : n → ℝ, vecMulVec s y *ᵥ s = (y ⬝ᵥ s) • s := by
+    intro y
     ext i
     simp only [mulVec, vecMulVec_apply, dotProduct, Pi.smul_apply, smul_eq_mul,
       Finset.sum_mul]
     exact Finset.sum_congr rfl fun k _ => by ring
+  have hv : vecMulVec s (A *ᵥ s) *ᵥ s = energy A s • s := by rw [hy, hd]
   have hz : conjProj A s *ᵥ s = 0 := by
     rw [conjProj, sub_mulVec, one_mulVec, smul_mulVec, hv, smul_smul,
@@ -36,5 +37,5 @@
   rw [mul_sub, mul_one, mul_smul_comm, mul_vecMulVec, hz]
   ext i j
-  simp [vecMulVec_apply]
+  simp
 
 end
```

Diagnosis. The error is in `hv`, the action of the dyad on s. `simp only [mulVec, ...]` unfolds the outer product with s, as intended, but also the `A *ᵥ s` inside the dyad, so each term contains a second sum, over `x`. On the right-hand side `Finset.sum_mul` carries the outside factors into that sum. On the left the sum stands to the right of `s i`, where `Finset.sum_mul` does not apply, and it stays closed. `ring` does not distribute a factor over a `Finset` sum, so it cannot match the two sides. The suggested `ring_nf` does not help: the goal shown is what remains after normalisation.

The repair proves the identity as `hy`, for an arbitrary vector `y`. There is then no inner sum to unfold, and each term is a product of the numbers `s i`, `y k` and `s k`, which `ring` can reorder. `hv` follows by rewriting with `hy` and then `hd`.

Dropping `vecMulVec_apply` from the last `simp` is mere tidying, prompted by the unused-argument warning.
